# The one-loop on-shell electron mass shift differs by a finite amount between dimensional regularization and dimensional reduction

Take a small number $\varepsilon>0$ and multiply it by $\Gamma(\varepsilon)$. The product does not vanish as $\varepsilon\to0^+$, because

$$\Gamma(\varepsilon)\,\varepsilon=\Gamma(1+\varepsilon)\to\Gamma(1)=1 .$$

A term that is absent in four dimensions can therefore leave a finite constant behind when it meets the pole of a loop integral.

An electron that emits and reabsorbs a virtual photon has its mass shifted, and at one loop the shift diverges in four dimensions. Evaluating the loop in $4-2\varepsilon$ dimensions makes it finite. Conventional dimensional regularization also gives the photon field $4-2\varepsilon$ components, while dimensional reduction keeps four. The problems below find what this choice does to the on-shell mass shift.

## From the Feynman diagram to a parameter integral

Let the photon field have $D$ components. Here $D$ is not the dimension of spacetime, which is $4-2\varepsilon$ in both schemes. In Feynman gauge the photon propagator contracts the Dirac matrices at the two vertices with each other, and these matrices obey

$$\gamma^\nu\gamma_\nu=D,\qquad \gamma^\nu\gamma^\rho\gamma_\nu=-(D-2)\gamma^\rho .$$

Let $x$ be the Feynman parameter that weights the photon propagator. After the loop momentum is shifted, the internal electron momentum is replaced by $xp$, where $p$ is the external momentum. On shell, $p_\rho\gamma^\rho$ acts as the electron mass $m$, so the numerator is $m\,[D-(D-2)x]$. The denominator function is

$$(1-x)m^2-x(1-x)p^2=(1-x)^2m^2\quad\text{at } p^2=m^2 .$$

The momentum integral supplies $\Gamma(\varepsilon)$ and the power $-\varepsilon$ of this function, hence the weight $(1-x)^{-2\varepsilon}$. With coupling $\alpha$ and regularization scale $\mu$, the mass shift is

$$\delta m=\frac{\alpha m}{4\pi}\,\Gamma(\varepsilon)\left(\frac{4\pi\mu^2}{m^2}\right)^{\varepsilon}\int_0^1\bigl[D-(D-2)x\bigr](1-x)^{-2\varepsilon}\,dx .$$

The Lean code takes this formula as its definition of the mass shift; the passage from the diagram to the formula is the physics argument just given.

In the code, `γ` without an index is the Euler–Mascheroni constant, as it is in the text from here on.

```lean
import Mathlib

open Filter Topology
open scoped Real

namespace OnShellMassShift

noncomputable section

local notation "γ" => Real.eulerMascheroniConstant
```

`numerator` is the bracket, with the factor $m$ taken out.

```lean
/-- On-shell numerator of the one-loop electron self-energy, in units of the electron mass,
for a photon field with `D` components and Feynman parameter `x`. -/
def numerator (D x : ℝ) : ℝ := D - (D - 2) * x
```

`feynmanIntegral` is the integral over $x$. Its arguments `D` and `ε` are independent real numbers, so one definition serves both schemes.

```lean
/-- The on-shell Feynman parameter integral in `4 - 2ε` dimensions, for `ε < 1/2`. -/
def feynmanIntegral (D ε : ℝ) : ℝ :=
  ∫ x in (0 : ℝ)..1, numerator D x * (1 - x) ^ (-2 * ε)
```

`massShift` is $\delta m$. The scale $\mu$ is that of plain minimal subtraction, with $4\pi$ left explicit.

```lean
/-- The regularized one-loop mass shift of an electron of mass `m > 0`, with coupling `α`,
scale `μ > 0`, `D` photon components and `0 < ε < 1/2`. -/
def massShift (α m μ D ε : ℝ) : ℝ :=
  α * m / (4 * π) * (Real.Gamma ε * (4 * π * μ ^ 2 / m ^ 2) ^ ε * feynmanIntegral D ε)
```

## (a) Convergence at the massless-photon endpoint

**Task.** Show that the parameter integral converges for every real $D$ whenever

$$\varepsilon<\tfrac12 .$$

**Solution.** The numerator is a polynomial in $x$, hence continuous and bounded on $[0,1]$. Only the weight can cause trouble, at $x=1$. With $y=1-x$ it becomes $y^{-2\varepsilon}$, which is integrable on $[0,1]$ when $-2\varepsilon>-1$, that is, when $\varepsilon<1/2$.

In Lean, `IntervalIntegrable` expresses this convergence. The proof takes integrability of the power of $y$ from Mathlib, reflects it with `comp_sub_left`, and multiplies by the continuous numerator.

```lean
/-- The on-shell Feynman parameter integral converges for `ε < 1/2`. -/
theorem feynman_integrable (D : ℝ) {ε : ℝ} (hε : ε < 1 / 2) :
    IntervalIntegrable (fun x : ℝ => numerator D x * (1 - x) ^ (-2 * ε))
      MeasureTheory.volume 0 1 := by
  have h : IntervalIntegrable (fun y : ℝ => y ^ (-2 * ε)) MeasureTheory.volume 1 0 :=
    intervalIntegral.intervalIntegrable_rpow' (by linarith)
  have h' := h.comp_sub_left 1
  rw [sub_self, sub_zero] at h'
  refine h'.continuousOn_mul (Continuous.continuousOn ?_)
  unfold numerator
  fun_prop
```

## (b) The integral in closed form

**Task.** For $\varepsilon<1/2$, show that

$$\int_0^1\bigl[D-(D-2)x\bigr](1-x)^{-2\varepsilon}dx=\frac{2}{1-2\varepsilon}+\frac{D-2}{2-2\varepsilon}.$$

**Solution.** Put $y=1-x$. The numerator becomes

$$D-(D-2)(1-y)=2+(D-2)y ,$$

and the integral splits into two powers:

$$\int_0^1\bigl[2y^{-2\varepsilon}+(D-2)y^{1-2\varepsilon}\bigr]dy
=\frac{2}{1-2\varepsilon}+\frac{D-2}{2-2\varepsilon}.$$

Both exponents exceed $-1$, so the lower limit contributes nothing.

The Lean step `key` is the rule $y^{1-2\varepsilon}=y\,y^{-2\varepsilon}$ for $y\ge0$, with $y=0$ treated separately. `hsub` is the substitution, and the final rewrites integrate the two powers.

```lean
/-- For `ε < 1/2` the on-shell parameter integral equals `2/(1-2ε) + (D-2)/(2-2ε)`. -/
theorem feynmanIntegral_eq (D : ℝ) {ε : ℝ} (hε : ε < 1 / 2) :
    feynmanIntegral D ε = 2 / (1 - 2 * ε) + (D - 2) / (2 - 2 * ε) := by
  have h1 : -1 < -2 * ε := by linarith
  have h2 : -1 < 1 + -2 * ε := by linarith
  have h3 : -2 * ε + 1 ≠ 0 := by linarith
  have h4 : 1 + -2 * ε + 1 ≠ 0 := by linarith
  have key : ∀ y : ℝ, 0 ≤ y → y ^ (1 + -2 * ε) = y * y ^ (-2 * ε) := by
    intro y hy
    rcases hy.eq_or_lt with h | h
    · rw [← h, Real.zero_rpow (by linarith), zero_mul]
    · rw [Real.rpow_add h, Real.rpow_one]
  -- substitute y = 1 - x and split into two powers of y
  have hsub : feynmanIntegral D ε =
      ∫ y in (0 : ℝ)..1, (2 * y ^ (-2 * ε) + (D - 2) * y ^ (1 + -2 * ε)) := by
    have h := intervalIntegral.integral_comp_sub_left (a := 0) (b := 1)
      (fun y : ℝ => 2 * y ^ (-2 * ε) + (D - 2) * y ^ (1 + -2 * ε)) 1
    rw [sub_self, sub_zero] at h
    rw [← h]
    unfold feynmanIntegral
    apply intervalIntegral.integral_congr
    intro x hx
    rw [Set.uIcc_of_le zero_le_one] at hx
    have hy : 0 ≤ 1 - x := by linarith [hx.2]
    show numerator D x * (1 - x) ^ (-2 * ε) =
      2 * (1 - x) ^ (-2 * ε) + (D - 2) * (1 - x) ^ (1 + -2 * ε)
    rw [key _ hy, numerator]
    ring
  rw [hsub, intervalIntegral.integral_add
    ((intervalIntegral.intervalIntegrable_rpow' h1).const_mul 2)
    ((intervalIntegral.intervalIntegrable_rpow' h2).const_mul (D - 2)),
    intervalIntegral.integral_const_mul, intervalIntegral.integral_const_mul,
    integral_rpow (Or.inl h1), integral_rpow (Or.inl h2)]
  simp only [Real.one_rpow, Real.zero_rpow h3, Real.zero_rpow h4]
  rw [show -2 * ε + 1 = 1 - 2 * ε by ring, show 1 + -2 * ε + 1 = 2 - 2 * ε by ring]
  ring
```

## (c) The finite part left by a pole of the Gamma function

**Task.** Let $F$ be differentiable at $0$. Show that

$$\lim_{\varepsilon\to0^+}\left[\Gamma(\varepsilon)F(\varepsilon)-\frac{F(0)}{\varepsilon}\right]=F'(0)-\gamma F(0).$$

**Solution.** Set $G(\varepsilon)=\Gamma(1+\varepsilon)F(\varepsilon)$. Since $\Gamma(1+\varepsilon)=\varepsilon\,\Gamma(\varepsilon)$ and $G(0)=F(0)$,

$$\Gamma(\varepsilon)F(\varepsilon)-\frac{F(0)}{\varepsilon}=\frac{G(\varepsilon)-G(0)}{\varepsilon}.$$

This is a difference quotient, so its limit is $G'(0)$. The product rule with $\Gamma(1)=1$ and $\Gamma'(1)=-\gamma$ gives $G'(0)=F'(0)-\gamma F(0)$.

Continuity of $F$ at $0$ would not be enough. For $F(\varepsilon)=\sqrt{|\varepsilon|}$ we have $F(0)=0$, yet $\Gamma(\varepsilon)\sqrt{\varepsilon}=\Gamma(1+\varepsilon)/\sqrt{\varepsilon}$ grows without bound.

The same argument with $F(\varepsilon)=r^\varepsilon$ and $r>0$ gives a neighbouring result: $\Gamma(\varepsilon)r^\varepsilon-1/\varepsilon\to\ln r-\gamma$. For $r=4\pi$ this is the constant that modified minimal subtraction removes together with the pole.

In the Lean statement, `F₀` is the value $F(0)$, the number `F'` is the derivative there, and `𝓝[>] 0` says that $\varepsilon$ approaches zero from above. `hG` is the product rule, and `hs` is the limit of the difference quotient.

```lean
/-- If `F` is differentiable at `0`, with value `F₀` and derivative `F'` there, then
`Γ(ε) F(ε) - F₀/ε` tends to `F' - γ F₀` as `ε → 0+`. -/
theorem pole_expansion {F : ℝ → ℝ} {F₀ F' : ℝ} (h0 : F 0 = F₀) (hF : HasDerivAt F F' 0) :
    Tendsto (fun ε => Real.Gamma ε * F ε - F₀ / ε) (𝓝[>] 0) (𝓝 (F' - γ * F₀)) := by
  have hΓ : HasDerivAt (fun e : ℝ => Real.Gamma (e + 1)) (-γ) 0 := by
    have h : HasDerivAt Real.Gamma (-γ) (0 + 1) := by
      rw [zero_add]
      exact Real.hasDerivAt_Gamma_one
    exact h.comp_add_const 0 1
  have hG : HasDerivAt (fun e : ℝ => Real.Gamma (e + 1) * F e) (F' - γ * F₀) 0 :=
    (hΓ.fun_mul hF).congr_deriv (by
      simp only [h0, zero_add, Real.Gamma_one]
      ring)
  -- the subtracted product is the difference quotient of Γ(1+ε) F(ε)
  have hs := (hasDerivAt_iff_tendsto_slope.1 hG).mono_left
    (nhdsWithin_mono 0 (fun e (he : e ∈ Set.Ioi (0 : ℝ)) => (Set.mem_Ioi.1 he).ne'))
  refine hs.congr' ?_
  filter_upwards [self_mem_nhdsWithin] with e he
  have he' : e ≠ 0 := (Set.mem_Ioi.1 he).ne'
  simp only [slope_def_field, h0, zero_add, Real.Gamma_one, Real.Gamma_add_one he',
    sub_zero, one_mul]
  rw [sub_div, mul_assoc, mul_div_cancel_left₀ _ he']
```

## (d) Both schemes in one limit

**Task.** Let the photon have $D=4-2s\varepsilon$ components, with $s$ a real parameter, and let $r>0$ stand for the scale ratio. Write $I(D,\varepsilon)$ for the integral in (b). Show that

$$\lim_{\varepsilon\to0^+}\left[\Gamma(\varepsilon)\,r^\varepsilon I(4-2s\varepsilon,\varepsilon)-\frac3\varepsilon\right]=5-s-3\gamma+3\ln r .$$

**Solution.** By (b), the function multiplying $\Gamma(\varepsilon)$ for $0<\varepsilon<1/2$ is

$$F(\varepsilon)=r^\varepsilon\left[\frac{2}{1-2\varepsilon}+\frac{2-2s\varepsilon}{2-2\varepsilon}\right].$$

At $\varepsilon=0$ the bracket equals $2+1=3$, so $F(0)=3$. The first fraction has derivative $4$ there. The second is $(1-s\varepsilon)/(1-\varepsilon)$, with derivative $1-s$. Hence

$$F'(0)=3\ln r+4+(1-s)=3\ln r+5-s ,$$

and (c) gives the limit.

In the proof, `h1`, `h2` and `h3` differentiate the power and the two fractions, and `hF` combines them. The last lines replace the closed form by the integral on $0<\varepsilon<1/2$, which is all that a limit from above needs.

```lean
/-- With `4 - 2sε` photon components and a scale ratio `r > 0`, the loop factor minus `3/ε`
tends to `5 - s - 3γ + 3 ln r` as `ε → 0+`. -/
theorem loop_tendsto (s : ℝ) {r : ℝ} (hr : 0 < r) :
    Tendsto (fun ε => Real.Gamma ε * r ^ ε * feynmanIntegral (4 - 2 * s * ε) ε - 3 / ε)
      (𝓝[>] 0) (𝓝 (5 - s - 3 * γ + 3 * Real.log r)) := by
  have hl : ∀ c d : ℝ, HasDerivAt (fun e : ℝ => c - d * e) (-d) 0 := by
    intro c d
    simpa using ((hasDerivAt_id' (0 : ℝ)).const_mul d).const_sub c
  have h1 := (Real.hasStrictDerivAt_const_rpow hr 0).hasDerivAt
  have h2 := (hasDerivAt_const (0 : ℝ) (2 : ℝ)).fun_div (hl 1 2) (by norm_num)
  have h3 := (hl 2 (2 * s)).fun_div (hl 2 2) (by norm_num)
  have hF : HasDerivAt
      (fun e : ℝ => r ^ e * (2 / (1 - 2 * e) + (2 - 2 * s * e) / (2 - 2 * e)))
      (3 * Real.log r + (5 - s)) 0 := by
    refine (h1.fun_mul (h2.fun_add h3)).congr_deriv ?_
    simp only [mul_zero, sub_zero, Real.rpow_zero]
    ring
  have hp := pole_expansion (F₀ := 3) (by norm_num [Real.rpow_zero]) hF
  rw [show 3 * Real.log r + (5 - s) - γ * 3 = 5 - s - 3 * γ + 3 * Real.log r by ring] at hp
  refine hp.congr' ?_
  filter_upwards [Ioo_mem_nhdsGT (show (0 : ℝ) < 1 / 2 by norm_num)] with e he
  rw [feynmanIntegral_eq _ he.2]
  ring
```

## (e) The two constants at unit scale ratio

**Task.** Evaluate the subtracted product of $\Gamma(\varepsilon)$ and the integral for each scheme, and show that

$$\Gamma(\varepsilon)I(4-2\varepsilon,\varepsilon)-\frac3\varepsilon\to4-3\gamma,\qquad
\Gamma(\varepsilon)I(4,\varepsilon)-\frac3\varepsilon\to5-3\gamma .$$

**Solution.** Set $r=1$ in (d), so that $r^\varepsilon=1$ and $\ln r=0$. Conventional dimensional regularization is $s=1$, with numerator $4-2\varepsilon-(2-2\varepsilon)x$ and constant $5-1-3\gamma$. Dimensional reduction is $s=0$, with numerator $4-2x$ and constant $5-3\gamma$. The pole is the same in both.

The Lean theorem joins the two limits with `∧`, and each half specialises `loop_tendsto`.

```lean
/-- As `ε → 0+`, `Γ(ε)` times the on-shell integral, minus `3/ε`, tends to `4 - 3γ` for
`4 - 2ε` photon components and to `5 - 3γ` for four components (dimensional reduction). -/
theorem onShell_constants :
    Tendsto (fun ε => Real.Gamma ε * feynmanIntegral (4 - 2 * ε) ε - 3 / ε)
      (𝓝[>] 0) (𝓝 (4 - 3 * γ)) ∧
    Tendsto (fun ε => Real.Gamma ε * feynmanIntegral 4 ε - 3 / ε)
      (𝓝[>] 0) (𝓝 (5 - 3 * γ)) := by
  constructor
  · have h := loop_tendsto 1 (r := 1) one_pos
    simp only [Real.one_rpow, mul_one, Real.log_one, mul_zero, add_zero] at h
    rw [show 4 - 3 * γ = 5 - 1 - 3 * γ by ring]
    exact h
  · have h := loop_tendsto 0 (r := 1) one_pos
    simp only [Real.one_rpow, mul_one, Real.log_one, mul_zero, zero_mul, sub_zero,
      add_zero] at h
    exact h
```

## (f) The subtracted mass shift with its logarithm

**Task.** Restore the prefactor and the scale. For $m,\mu>0$ and $D=4-2s\varepsilon$, show that

$$\delta m-\frac{3\alpha m}{4\pi\varepsilon}\to\frac{\alpha m}{4\pi}\left[5-s-3\gamma+3\ln\frac{4\pi\mu^2}{m^2}\right]\qquad(\varepsilon\to0^+).$$

**Solution.** The ratio $r=4\pi\mu^2/m^2$ is positive, so (d) applies. Multiplying that limit by the constant $\alpha m/(4\pi)$ gives the claim.

Lean does the same: `hr` is the positivity of the ratio, and `const_mul` multiplies the limit by the prefactor. The coupling `α` may be any real number.

```lean
/-- For `m, μ > 0` and `4 - 2sε` photon components, the mass shift minus its pole
`3αm/(4πε)` tends to `αm/(4π) (5 - s - 3γ + 3 ln(4πμ²/m²))` as `ε → 0+`. -/
theorem massShift_tendsto (α s : ℝ) {m μ : ℝ} (hm : 0 < m) (hμ : 0 < μ) :
    Tendsto (fun ε => massShift α m μ (4 - 2 * s * ε) ε - α * m / (4 * π) * (3 / ε))
      (𝓝[>] 0)
      (𝓝 (α * m / (4 * π) * (5 - s - 3 * γ + 3 * Real.log (4 * π * μ ^ 2 / m ^ 2)))) := by
  have hr : 0 < 4 * π * μ ^ 2 / m ^ 2 := by positivity
  refine ((loop_tendsto s hr).const_mul (α * m / (4 * π))).congr fun ε => ?_
  unfold massShift
  ring
```

## (g) The scheme difference before the limit

**Task.** Write $\delta m_{\rm red}$ for the shift with $D=4$ and $\delta m_{\rm conv}$ for the shift with $D=4-2\varepsilon$, at the same $\alpha$, $m$ and $\mu$. For $0<\varepsilon<1/2$, show that

$$\delta m_{\rm red}-\delta m_{\rm conv}=\frac{\alpha m}{4\pi}\left(\frac{4\pi\mu^2}{m^2}\right)^\varepsilon\frac{\Gamma(1+\varepsilon)}{1-\varepsilon}.$$

**Solution.** In (b) the first term does not depend on $D$ and cancels. The second terms differ by

$$\frac{2}{2-2\varepsilon}-\frac{2-2\varepsilon}{2-2\varepsilon}=\frac{\varepsilon}{1-\varepsilon}.$$

Multiplication by $\Gamma(\varepsilon)$ turns the factor $\varepsilon$ into $\Gamma(1+\varepsilon)$, as in the opening example. The pole has gone, and the common prefactor remains.

The Lean hypothesis `h` is the subtraction of fractions, and `linear_combination` multiplies it by the common prefactor.

```lean
/-- For `0 < ε < 1/2`, the mass shift with four photon components exceeds the one with
`4 - 2ε` components by exactly `αm/(4π) (4πμ²/m²)^ε Γ(1+ε)/(1-ε)`. -/
theorem scheme_difference (α m μ : ℝ) {ε : ℝ} (h0 : 0 < ε) (hε : ε < 1 / 2) :
    massShift α m μ 4 ε - massShift α m μ (4 - 2 * ε) ε =
      α * m / (4 * π) * (4 * π * μ ^ 2 / m ^ 2) ^ ε * (Real.Gamma (ε + 1) / (1 - ε)) := by
  have h1 : 1 - ε ≠ 0 := by linarith
  have h2 : 2 - 2 * ε ≠ 0 := by linarith
  -- the D-dependent terms of the two parameter integrals differ by ε/(1-ε)
  have h : (4 - 2) / (2 - 2 * ε) - (4 - 2 * ε - 2) / (2 - 2 * ε) = ε / (1 - ε) := by
    rw [← sub_div, div_eq_div_iff h2 h1]
    ring
  unfold massShift
  rw [feynmanIntegral_eq _ hε, feynmanIntegral_eq _ hε, Real.Gamma_add_one h0.ne']
  linear_combination
    (α * m / (4 * π) * Real.Gamma ε * (4 * π * μ ^ 2 / m ^ 2) ^ ε) * h
```

## (h) The finite conversion between the schemes

**Task.** Remove the regulator and show that, for $m,\mu>0$,

$$\lim_{\varepsilon\to0^+}\bigl(\delta m_{\rm red}-\delta m_{\rm conv}\bigr)=\frac{\alpha m}{4\pi}.$$

**Solution.** Subtract the case $s=1$ of (f) from the case $s=0$. The poles, the logarithms and the terms in $\gamma$ cancel, which leaves $\frac{\alpha m}{4\pi}(5-4)$. The formula in (g) has the same limit, since its last two factors tend to $1$.

The Lean proof takes the first route: `sub` subtracts the two limits, `e` simplifies the constant, and the closing rewrites identify the two values of $D$.

In quantum electrodynamics at one loop, with the same coupling and the same scale $\mu$ in both schemes, this constant enters the conversion of a minimally subtracted electron mass from one scheme to the other. The pole mass is common to both, so the subtracted mass in dimensional reduction is lower by $\alpha m/(4\pi)$ at this order.

```lean
/-- For `m, μ > 0`, the mass shift in dimensional reduction minus the one in conventional
dimensional regularization tends to `αm/(4π)` as `ε → 0+`. -/
theorem scheme_conversion (α : ℝ) {m μ : ℝ} (hm : 0 < m) (hμ : 0 < μ) :
    Tendsto (fun ε => massShift α m μ 4 ε - massShift α m μ (4 - 2 * ε) ε)
      (𝓝[>] 0) (𝓝 (α * m / (4 * π))) := by
  have h := (massShift_tendsto α 0 hm hμ).sub (massShift_tendsto α 1 hm hμ)
  have e : α * m / (4 * π) * (5 - 0 - 3 * γ + 3 * Real.log (4 * π * μ ^ 2 / m ^ 2)) -
      α * m / (4 * π) * (5 - 1 - 3 * γ + 3 * Real.log (4 * π * μ ^ 2 / m ^ 2)) =
      α * m / (4 * π) := by ring
  rw [e] at h
  refine h.congr fun ε => ?_
  rw [show 4 - 2 * 0 * ε = 4 by ring, show 4 - 2 * 1 * ε = 4 - 2 * ε by ring]
  ring

end

end OnShellMassShift
```

```lean
#print axioms OnShellMassShift.feynman_integrable
#print axioms OnShellMassShift.onShell_constants
#print axioms OnShellMassShift.scheme_difference
#print axioms OnShellMassShift.scheme_conversion
```

```
'OnShellMassShift.feynman_integrable' depends on axioms: [propext, Classical.choice, Quot.sound]
'OnShellMassShift.onShell_constants' depends on axioms: [propext, Classical.choice, Quot.sound]
'OnShellMassShift.scheme_difference' depends on axioms: [propext, Classical.choice, Quot.sound]
'OnShellMassShift.scheme_conversion' depends on axioms: [propext, Classical.choice, Quot.sound]
```
